# An arbitrarily small residual can coexist with squared overlap 1/2 on every eigenvector of a real symmetric 2×2 matrix

I stop an iterative eigensolver when the residual norm $\|Hv-\langle v,Hv\rangle v\|$ of my normalised trial vector $v$ falls below a tolerance $\varepsilon$, and then I compute populations and matrix elements from $v$ as if it were an eigenstate of the Hamiltonian matrix $H$. If that inference is unjustified, the run reports convergence while the populations and the matrix elements of other operators computed from the vector may be wrong, even though its energy lies within the residual norm of some eigenvalue. A colleague says that no tolerance protects me unless I know something about the level spacing: for every $\varepsilon>0$ there is a real symmetric $2\times2$ matrix with distinct eigenvalues and a unit vector $v$ with residual below $\varepsilon$, yet $|\langle u,v\rangle|^2=1/2$ for every unit eigenvector $u$. I would like to see this made rigorous and machine-checked, together with a precise statement of what a gap would give me.

## Two equal levels with a weak coupling

The claim is true, and the energy $\langle v,Hv\rangle$ can be prescribed as well. Take real numbers $E$ and $\delta$ and set
$$H=\begin{pmatrix}E&\delta\\ \delta&E\end{pmatrix},\qquad v=(1,0).$$
Then $Hv=(E,\delta)$, the energy is $\langle v,Hv\rangle=E$, and the residual $r=Hv-Ev=(0,\delta)$ has norm $|\delta|$. The vectors $u_0=(1,1)/\sqrt2$ and $u_1=(1,-1)/\sqrt2$ are orthonormal and satisfy $Hu_0=(E+\delta)u_0$ and $Hu_1=(E-\delta)u_1$.

Now let $u$ be any unit eigenvector, with components $u(0),u(1)$ and eigenvalue $\mu$:
$$E\,u(0)+\delta\,u(1)=\mu\,u(0),\qquad \delta\,u(0)+E\,u(1)=\mu\,u(1).$$
Multiply the second equation by $u(0)$, the first by $u(1)$, and subtract. The terms in $E$ and in $\mu$ cancel, leaving $\delta\,(u(0)^2-u(1)^2)=0$. For $\delta\neq0$ this gives $u(0)^2=u(1)^2$, and normalisation gives $u(0)^2=1/2$. Since $\langle u,v\rangle=u(0)$, the squared overlap is $1/2$. Choosing $\delta=\varepsilon/2$ makes the residual norm $\varepsilon/2<\varepsilon$ and the eigenvalues $E\pm\varepsilon/2$ distinct.

In a one-particle, two-site model with real coupling, $v$ is an orbital localised on one of two equivalent, weakly coupled fragments: it passes the residual test and both eigenvalues lie within $\varepsilon$ of its energy, but it puts population $1$ on site $0$ where every eigenvector puts $1/2$.

## How the level spacing enters

Let $H$ now be a real symmetric matrix of any finite size with orthonormal eigenvectors $u_i$ and eigenvalues $\mu_i$, as many as the dimension, and let $\theta$ be any trial energy. Symmetry gives $\langle u_i,Hv\rangle=\langle Hu_i,v\rangle=\mu_i\langle u_i,v\rangle$, so $\langle u_i,Hv-\theta v\rangle=(\mu_i-\theta)\langle u_i,v\rangle$. Parseval's identity $\langle x,y\rangle=\sum_i\langle u_i,x\rangle\langle u_i,y\rangle$, valid for all vectors $x,y$, then yields
$$\|Hv-\theta v\|^2=\sum_i(\mu_i-\theta)^2\langle u_i,v\rangle^2 .$$
Fix an index $k$ and suppose $|\mu_i-\theta|\ge g\ge0$ for all $i\ne k$. The number $g$ stands for spectral knowledge that the residual does not supply: how far the trial energy is from every level other than the one sought. For a unit vector $\sum_i\langle u_i,v\rangle^2=1$, hence
$$g^2\bigl(1-\langle u_k,v\rangle^2\bigr)=\sum_{i\ne k}g^2\langle u_i,v\rangle^2\le\sum_{i\ne k}(\mu_i-\theta)^2\langle u_i,v\rangle^2\le\|Hv-\theta v\|^2 .$$
The missing weight is therefore controlled by the residual measured in units of $g$. In the example, with $\theta=E$ and $k=0$, the largest admissible $g$ is $|\delta|$, and the inequality $\delta^2(1-\langle u_0,v\rangle^2)\le\delta^2$ holds for any overlap and so gives no information.

For two levels the relation is exact. Put $w=\langle u_0,v\rangle^2$, so that $\langle u_1,v\rangle^2=1-w$, and take $\theta=\langle v,Hv\rangle=\mu_0w+\mu_1(1-w)$. Then $\mu_0-\theta=(\mu_0-\mu_1)(1-w)$ and $\mu_1-\theta=-(\mu_0-\mu_1)w$, and with $r=Hv-\theta v$
$$\|r\|^2=(\mu_0-\mu_1)^2\bigl[(1-w)^2w+w^2(1-w)\bigr]=(\mu_0-\mu_1)^2\,w(1-w).$$
At $w=1/2$ this reads $|\mu_0-\mu_1|=2\|r\|$. In two dimensions, weight $1/2$ with a small residual thus occurs only when the spacing is comparably small.

## Tolerance 0.002 at unit energy

Take $E=1$ and $\varepsilon=0.002$, so $\delta=0.001$. Then $Hv=(1,\,0.001)$, $r=(0,\,0.001)$ and $\|r\|=0.001<0.002$. The eigenvalues are $1.001$ and $0.999$, the overlaps are $\langle u_0,v\rangle=\langle u_1,v\rangle=1/\sqrt2$, and the two-level formula gives $(0.002)^2\cdot\tfrac12\cdot\tfrac12=10^{-6}=\|r\|^2$. With a spacing of $1$ the same residual would require $w(1-w)=10^{-6}$, so $w$ or $1-w$ would be about $10^{-6}$. These numbers, like the population remark above, are ordinary arithmetic added for illustration and are not theorems in the file.

## The objects and theorems in Lean

```lean
import Mathlib

open Matrix Finset

namespace ResidualWithoutGap

noncomputable section

variable {n : Type*} [Fintype n] [DecidableEq n]

/-- Euclidean length of a real vector. -/
def l2norm (x : n → ℝ) : ℝ := Real.sqrt (x ⬝ᵥ x)

/-- The quadratic form `⟨v, H v⟩`, not divided by `⟨v, v⟩`; for a unit vector `v` it is the energy
expectation value. -/
def rayleigh (H : Matrix n n ℝ) (v : n → ℝ) : ℝ := v ⬝ᵥ H *ᵥ v

/-- The residual vector `H v - θ v` of a trial vector `v` and a trial energy `θ`. -/
def residualVec (H : Matrix n n ℝ) (θ : ℝ) (v : n → ℝ) : n → ℝ := H *ᵥ v - θ • v

/-- `u` is a normalised eigenvector of `H` with eigenvalue `μ`. -/
def IsUnitEigvec (H : Matrix n n ℝ) (μ : ℝ) (u : n → ℝ) : Prop :=
  H *ᵥ u = μ • u ∧ u ⬝ᵥ u = 1

/-- `H` is symmetric and the vectors `u i`, as many as the dimension, are orthonormal
eigenvectors of `H` with eigenvalues `μ i`. -/
structure IsEigenbasis (H : Matrix n n ℝ) (μ : n → ℝ) (u : n → n → ℝ) : Prop where
  symm : H.IsSymm
  eig : ∀ i, H *ᵥ u i = μ i • u i
  orth : ∀ i j, u i ⬝ᵥ u j = if i = j then 1 else 0

/-- Two levels of equal energy `E` with coupling `δ`. -/
def coupled (E δ : ℝ) : Matrix (Fin 2) (Fin 2) ℝ := !![E, δ; δ, E]

/-- The symmetric and antisymmetric combinations `(1, 1)/√2` and `(1, -1)/√2`. -/
def symBasis : Fin 2 → Fin 2 → ℝ :=
  ![![√(1 / 2), √(1 / 2)], ![√(1 / 2), -√(1 / 2)]]

/-- Parseval's identity: a scalar product is the sum of products of the components along
an orthonormal family with as many vectors as the dimension. -/
theorem parseval {u : n → n → ℝ} (h : ∀ i j, u i ⬝ᵥ u j = if i = j then 1 else 0)
    (x y : n → ℝ) : x ⬝ᵥ y = ∑ i, (u i ⬝ᵥ x) * (u i ⬝ᵥ y) := by
  have h1 : Matrix.of u * (Matrix.of u)ᵀ = 1 := by
    ext i j
    have hij := h i j
    simpa [Matrix.mul_apply, Matrix.one_apply, dotProduct] using hij
  -- orthonormal rows of a square matrix give completeness
  have h2 : (Matrix.of u)ᵀ * Matrix.of u = 1 := mul_eq_one_comm.mp h1
  calc x ⬝ᵥ y = x ⬝ᵥ (((Matrix.of u)ᵀ * Matrix.of u) *ᵥ y) := by
        rw [h2, Matrix.one_mulVec]
    _ = (Matrix.of u *ᵥ x) ⬝ᵥ (Matrix.of u *ᵥ y) := by
        rw [← Matrix.mulVec_mulVec, Matrix.dotProduct_mulVec x, Matrix.vecMul_transpose]
    _ = ∑ i, (u i ⬝ᵥ x) * (u i ⬝ᵥ y) := rfl

omit [DecidableEq n] in
/-- For symmetric `H` with `H u = μ u`, one has `⟨u, H v⟩ = μ ⟨u, v⟩` for every `v`. -/
theorem overlap_mulVec {H : Matrix n n ℝ} (hH : H.IsSymm) {μ : ℝ} {u : n → ℝ}
    (hu : H *ᵥ u = μ • u) (v : n → ℝ) : u ⬝ᵥ H *ᵥ v = μ * (u ⬝ᵥ v) := by
  rw [Matrix.dotProduct_mulVec, ← Matrix.mulVec_transpose, hH.eq, hu, smul_dotProduct,
    smul_eq_mul]

/-- Spectral form of the residual: `‖H v - θ v‖² = ∑ᵢ (μᵢ - θ)² ⟨uᵢ, v⟩²`. -/
theorem residual_sq {H : Matrix n n ℝ} {μ : n → ℝ} {u : n → n → ℝ}
    (hB : IsEigenbasis H μ u) (θ : ℝ) (v : n → ℝ) :
    l2norm (residualVec H θ v) ^ 2 = ∑ i, (μ i - θ) ^ 2 * (u i ⬝ᵥ v) ^ 2 := by
  have hnn : 0 ≤ residualVec H θ v ⬝ᵥ residualVec H θ v :=
    Finset.sum_nonneg fun i _ => mul_self_nonneg _
  rw [l2norm, Real.sq_sqrt hnn, parseval hB.orth (residualVec H θ v) (residualVec H θ v)]
  refine Finset.sum_congr rfl fun i _ => ?_
  have hc : u i ⬝ᵥ residualVec H θ v = (μ i - θ) * (u i ⬝ᵥ v) := by
    rw [residualVec, dotProduct_sub, overlap_mulVec hB.symm (hB.eig i), dotProduct_smul,
      smul_eq_mul]
    ring
  rw [hc]
  ring

/-- If every eigenvalue other than `μ k` is at distance at least `g` from `θ`, a unit vector
`v` satisfies `g² (1 - ⟨u k, v⟩²) ≤ ‖H v - θ v‖²`. -/
theorem gap_bound {H : Matrix n n ℝ} {μ : n → ℝ} {u : n → n → ℝ}
    (hB : IsEigenbasis H μ u) {θ g : ℝ} (hg : 0 ≤ g) (k : n)
    (hgap : ∀ i, i ≠ k → g ≤ |μ i - θ|) {v : n → ℝ} (hv : v ⬝ᵥ v = 1) :
    g ^ 2 * (1 - (u k ⬝ᵥ v) ^ 2) ≤ l2norm (residualVec H θ v) ^ 2 := by
  have hsum : ∑ i, (u i ⬝ᵥ v) ^ 2 = 1 := by
    rw [← hv, parseval hB.orth v v]
    exact Finset.sum_congr rfl fun i _ => sq _
  have e1 : (u k ⬝ᵥ v) ^ 2 + ∑ i ∈ univ.erase k, (u i ⬝ᵥ v) ^ 2 = ∑ i, (u i ⬝ᵥ v) ^ 2 :=
    Finset.add_sum_erase univ (fun i => (u i ⬝ᵥ v) ^ 2) (mem_univ k)
  -- the missing weight sits on the other eigenvectors
  have e2 : 1 - (u k ⬝ᵥ v) ^ 2 = ∑ i ∈ univ.erase k, (u i ⬝ᵥ v) ^ 2 := by linarith
  rw [e2, Finset.mul_sum, residual_sq hB]
  calc ∑ i ∈ univ.erase k, g ^ 2 * (u i ⬝ᵥ v) ^ 2
      ≤ ∑ i ∈ univ.erase k, (μ i - θ) ^ 2 * (u i ⬝ᵥ v) ^ 2 := by
        refine Finset.sum_le_sum fun i hi => mul_le_mul_of_nonneg_right ?_ (sq_nonneg _)
        rw [← sq_abs (μ i - θ)]
        exact pow_le_pow_left₀ hg (hgap i (Finset.ne_of_mem_erase hi)) 2
    _ ≤ ∑ i, (μ i - θ) ^ 2 * (u i ⬝ᵥ v) ^ 2 :=
        Finset.sum_le_sum_of_subset_of_nonneg (Finset.erase_subset _ _)
          fun i _ _ => mul_nonneg (sq_nonneg _) (sq_nonneg _)

/-- For two levels and a unit vector `v` with weight `w = ⟨u 0, v⟩²`, the residual at the
energy `⟨v, H v⟩` has squared norm `(μ 0 - μ 1)² w (1 - w)`. -/
theorem two_level_residual {H : Matrix (Fin 2) (Fin 2) ℝ} {μ : Fin 2 → ℝ}
    {u : Fin 2 → Fin 2 → ℝ} (hB : IsEigenbasis H μ u) {v : Fin 2 → ℝ} (hv : v ⬝ᵥ v = 1) :
    l2norm (residualVec H (rayleigh H v) v) ^ 2
      = (μ 0 - μ 1) ^ 2 * ((u 0 ⬝ᵥ v) ^ 2 * (1 - (u 0 ⬝ᵥ v) ^ 2)) := by
  have hs : (u 0 ⬝ᵥ v) ^ 2 + (u 1 ⬝ᵥ v) ^ 2 = 1 := by
    have h := parseval hB.orth v v
    rw [Fin.sum_univ_two, hv] at h
    linear_combination -h
  have hρ : rayleigh H v = μ 0 * (u 0 ⬝ᵥ v) ^ 2 + μ 1 * (u 1 ⬝ᵥ v) ^ 2 := by
    rw [rayleigh, parseval hB.orth v (H *ᵥ v), Fin.sum_univ_two,
      overlap_mulVec hB.symm (hB.eig 0), overlap_mulVec hB.symm (hB.eig 1)]
    ring
  have hb : (u 1 ⬝ᵥ v) ^ 2 = 1 - (u 0 ⬝ᵥ v) ^ 2 := by linarith
  rw [residual_sq hB, Fin.sum_univ_two, hρ, hb]
  ring

/-- For two levels and a unit vector with weight `1/2` on `u 0`, the level spacing equals
twice the norm of the residual at the energy `⟨v, H v⟩`. -/
theorem half_weight_spacing {H : Matrix (Fin 2) (Fin 2) ℝ} {μ : Fin 2 → ℝ}
    {u : Fin 2 → Fin 2 → ℝ} (hB : IsEigenbasis H μ u) {v : Fin 2 → ℝ} (hv : v ⬝ᵥ v = 1)
    (hc : (u 0 ⬝ᵥ v) ^ 2 = 1 / 2) :
    |μ 0 - μ 1| = 2 * l2norm (residualVec H (rayleigh H v) v) := by
  have h := two_level_residual hB hv
  rw [hc] at h
  have hN : 0 ≤ l2norm (residualVec H (rayleigh H v) v) := Real.sqrt_nonneg _
  apply (sq_eq_sq₀ (abs_nonneg _) (by linarith)).mp
  rw [sq_abs]
  linear_combination (-4) * h

/-- The symmetric and antisymmetric combinations are an orthonormal eigenbasis of the coupled
pair, with eigenvalues `E + δ` and `E - δ`. -/
theorem eigenbasis_witness (E δ : ℝ) :
    IsEigenbasis (coupled E δ) ![E + δ, E - δ] symBasis := by
  have key : ∀ s : ℝ, s * s = 1 / 2 →
      IsEigenbasis (coupled E δ) ![E + δ, E - δ] ![![s, s], ![s, -s]] := by
    intro s hs
    refine ⟨?_, ?_, ?_⟩
    · unfold Matrix.IsSymm
      ext i j
      fin_cases i <;> fin_cases j <;> simp [coupled]
    · intro i
      ext j
      fin_cases i <;> fin_cases j <;>
        simp [coupled, Matrix.mulVec, dotProduct, Fin.sum_univ_succ] <;> ring
    · intro i j
      fin_cases i <;> fin_cases j <;> simp [dotProduct, Fin.sum_univ_succ] <;> linarith
  exact key _ (Real.mul_self_sqrt (by norm_num))

/-- For the coupled pair the trial vector `(1, 0)` has energy `E` and residual norm `|δ|`. -/
theorem coupled_residual (E δ : ℝ) :
    rayleigh (coupled E δ) ![1, 0] = E ∧
      l2norm (residualVec (coupled E δ) (rayleigh (coupled E δ) ![1, 0]) ![1, 0]) = |δ| := by
  have hr : rayleigh (coupled E δ) ![1, 0] = E := by
    simp [rayleigh, coupled, Matrix.mulVec, dotProduct, Fin.sum_univ_succ]
  have hv : residualVec (coupled E δ) E ![1, 0] = ![0, δ] := by
    ext i
    fin_cases i <;> simp [residualVec, coupled]
  have hd : (![0, δ] : Fin 2 → ℝ) ⬝ᵥ ![0, δ] = δ * δ := by
    simp [dotProduct, Fin.sum_univ_succ]
  refine ⟨hr, ?_⟩
  rw [hr, hv, l2norm, hd, Real.sqrt_mul_self_eq_abs]

/-- For nonzero coupling, every unit eigenvector of the coupled pair has squared overlap
`1/2` with `(1, 0)`. -/
theorem coupled_overlap {E δ : ℝ} (hδ : δ ≠ 0) {μ : ℝ} {u : Fin 2 → ℝ}
    (hu : IsUnitEigvec (coupled E δ) μ u) : |u ⬝ᵥ ![1, 0]| ^ 2 = 1 / 2 := by
  have h0 : E * u 0 + δ * u 1 = μ * u 0 := by
    have h := congrFun hu.1 0
    simp only [Matrix.mulVec, dotProduct, Fin.sum_univ_two, Pi.smul_apply, smul_eq_mul] at h
    simpa [coupled] using h
  have h1 : δ * u 0 + E * u 1 = μ * u 1 := by
    have h := congrFun hu.1 1
    simp only [Matrix.mulVec, dotProduct, Fin.sum_univ_two, Pi.smul_apply, smul_eq_mul] at h
    simpa [coupled] using h
  have hn : u 0 * u 0 + u 1 * u 1 = 1 := by
    have h := hu.2
    rwa [dotProduct, Fin.sum_univ_two] at h
  -- eliminate the eigenvalue
  have hz : δ * (u 0 ^ 2 - u 1 ^ 2) = 0 := by linear_combination u 0 * h1 - u 1 * h0
  have hz' : u 0 ^ 2 - u 1 ^ 2 = 0 := (mul_eq_zero.mp hz).resolve_left hδ
  have hd : u ⬝ᵥ ![1, 0] = u 0 := by
    rw [dotProduct, Fin.sum_univ_two]
    simp
  rw [hd, sq_abs]
  linear_combination (1 / 2) * hz' + (1 / 2) * hn

/-- For every `ε > 0` and energy `E` there are a real symmetric `2 × 2` matrix with two distinct
eigenvalues and a unit vector `v` of energy `E` with `‖H v - ⟨v, H v⟩ v‖ < ε`, such that every
unit eigenvector `u` has `|⟨u, v⟩|² = 1/2`. -/
theorem small_residual_half_overlap {ε : ℝ} (hε : 0 < ε) (E : ℝ) :
    ∃ (H : Matrix (Fin 2) (Fin 2) ℝ) (v : Fin 2 → ℝ), H.IsSymm ∧
      (∃ μ₀ μ₁ u₀ u₁, μ₀ ≠ μ₁ ∧ IsUnitEigvec H μ₀ u₀ ∧ IsUnitEigvec H μ₁ u₁) ∧
      v ⬝ᵥ v = 1 ∧ rayleigh H v = E ∧ l2norm (residualVec H (rayleigh H v) v) < ε ∧
      ∀ μ u, IsUnitEigvec H μ u → |u ⬝ᵥ v| ^ 2 = 1 / 2 := by
  have hB := eigenbasis_witness E (ε / 2)
  have hδ : 0 < ε / 2 := by linarith
  refine ⟨coupled E (ε / 2), ![1, 0], hB.symm,
    ⟨E + ε / 2, E - ε / 2, symBasis 0, symBasis 1, ?_, ⟨hB.eig 0, ?_⟩, ⟨hB.eig 1, ?_⟩⟩,
    ?_, (coupled_residual E (ε / 2)).1, ?_, fun μ u hu => coupled_overlap hδ.ne' hu⟩
  · intro h
    linarith
  · exact (hB.orth 0 0).trans (if_pos rfl)
  · exact (hB.orth 1 1).trans (if_pos rfl)
  · simp [dotProduct, Fin.sum_univ_succ]
  · rw [(coupled_residual E (ε / 2)).2, abs_of_pos hδ]
    linarith

end

end ResidualWithoutGap
```

```lean
#print axioms ResidualWithoutGap.gap_bound
#print axioms ResidualWithoutGap.half_weight_spacing
#print axioms ResidualWithoutGap.small_residual_half_overlap
```

```
'ResidualWithoutGap.gap_bound' depends on axioms: [propext, Classical.choice, Quot.sound]
'ResidualWithoutGap.half_weight_spacing' depends on axioms: [propext, Classical.choice, Quot.sound]
'ResidualWithoutGap.small_residual_half_overlap' depends on axioms: [propext, Classical.choice, Quot.sound]
```

Vectors are functions `n → ℝ` on a finite index type, `⬝ᵥ` is the scalar product and `*ᵥ` applies a matrix to a vector. The length `l2norm` is $\sqrt{\langle x,x\rangle}$, defined explicitly because the default norm on such functions is the maximum norm. `rayleigh H v` is $\langle v,Hv\rangle$ with no division by $\langle v,v\rangle$, so it is the energy expectation value for unit $v$, and the theorems that use it concern unit vectors. `residualVec H θ v` is $Hv-\theta v$. `IsUnitEigvec H μ u` says $Hu=\mu u$ and $\langle u,u\rangle=1$. `coupled E δ` is the matrix above, and `symBasis 0`, `symBasis 1` are the normalised $u_0,u_1$, with $1/\sqrt2$ written as `√(1 / 2)`. Indices run over `Fin 2`, that is $0$ and $1$. In `coupled_overlap` the terms `u 0` and `u 1` are the components $u(0),u(1)$ of one vector, while in the theorems with an eigenbasis `u i` is the eigenvector $u_i$.

The main theorem `small_residual_half_overlap` says: for every $\varepsilon>0$ and every real $E$ there are a $2\times2$ real matrix $H$ and a vector $v$ such that $H$ is symmetric, $H$ has two unit eigenvectors with different eigenvalues, $v$ is a unit vector of energy $E$, its residual norm at that energy is below $\varepsilon$, and every unit eigenvector, whatever its eigenvalue or sign, has squared overlap $1/2$ with $v$. The clause on two eigenvalues makes explicit that the final clause speaks about eigenvectors that exist and that the levels are not degenerate. Both facts already follow from the other clauses: a real symmetric matrix has eigenvectors, and if the two eigenvalues coincided, every unit vector, including $v$ itself, would be an eigenvector, which contradicts the final clause. The order of quantifiers matters: $H$ is chosen after $\varepsilon$, and its spacing shrinks with the tolerance. The theorem makes no statement that a fixed matrix admits such vectors for all $\varepsilon$, and `half_weight_spacing` fixes the residual norm at half the spacing for a given two-level matrix and weight $1/2$.

The structure `IsEigenbasis H μ u` collects symmetry, the eigenvalue equations and orthonormality, with eigenvectors indexed by the same type as the components. It is a hypothesis of `residual_sq`, `gap_bound`, `two_level_residual` and `half_weight_spacing`; the file does not derive it from the spectral theorem, and `eigenbasis_witness` establishes it for the coupled pair. The eigenvalues are not ordered and may repeat. In `gap_bound`, $g$ is a distance from $\theta$ to the other eigenvalues and not a difference of two eigenvalues, nothing is assumed about $\mu_k$, and the inequality is stated without dividing by $g^2$, so $g=0$ is allowed and gives only $0\le\|Hv-\theta v\|^2$. Everything is real, finite-dimensional and in exact arithmetic. Complex Hermitian matrices, unbounded operators, non-orthogonal bases, rounding and the convergence of whole subspaces are not treated.

## How the proofs follow the derivation

`parseval` forms the square matrix $U$ whose rows are the $u_i$. Orthonormality is $UU^{\mathsf T}=1$, and `mul_eq_one_comm` turns it into completeness, $U^{\mathsf T}U=1$. The calculation inserts this into $\langle x,y\rangle$ to get $\langle Ux,Uy\rangle$, which is the sum over components. `overlap_mulVec` moves $H$ across the scalar product as its transpose, uses symmetry, and then the eigenvalue equation. `residual_sq` applies Parseval to the residual with itself, and `hc` is the component formula $(\mu_i-\theta)\langle u_i,v\rangle$.

In `gap_bound`, `hsum` says that the weights add to one, `e2` identifies the missing weight with the sum over `univ.erase k`, and the two steps of the calculation are the two inequalities above: the termwise bound $g^2\le(\mu_i-\theta)^2$, then restoring the non-negative term $i=k$. In `two_level_residual`, `hρ` is the energy as a weighted mean of the two eigenvalues, `hb` is $\langle u_1,v\rangle^2=1-w$, and `ring` carries out the factorisation. `half_weight_spacing` inserts $w=1/2$, notes that both sides of the claim are non-negative so that comparing squares suffices, and multiplies the identity through by four.

For the example, `eigenbasis_witness` works with any number $s$ satisfying $s\cdot s=1/2$, checks symmetry, the eigenvalue equations and orthonormality entry by entry, and only then sets $s=\sqrt{1/2}$. `coupled_residual` computes the energy $E$, the residual $(0,\delta)$ and $\sqrt{\delta\cdot\delta}=|\delta|$. In `coupled_overlap`, `h0` and `h1` are the two component equations, `hn` is normalisation, and `linear_combination u 0 * h1 - u 1 * h0` is the elimination of $\mu$. The hypothesis `hδ` allows division by $\delta$; at $\delta=0$ the vector $(1,0)$ would itself be an eigenvector. Half of $u(0)^2-u(1)^2=0$ plus half of the normalisation gives $u(0)^2=1/2$. The main theorem supplies `coupled E (ε / 2)` and `![1, 0]`, and what remains is $E+\varepsilon/2\ne E-\varepsilon/2$, the unit lengths, and $\varepsilon/2<\varepsilon$.
